# The exponential of a finite complex matrix T with T² = 0 is 1 + T

If an operator on a finite-dimensional complex space gives zero when applied twice, its exponential series stops after the linear term. The theorem states this for a square complex matrix `T` with finitely many rows and columns: if `T * T = 0`, then `exp T = 1 + T`. Nothing else is assumed of `T`, and it need not be Hermitian. The proof writes the exponential as its power series and cuts the sum down to the terms `k = 0` and `k = 1`. For that it must show that every other term vanishes, which it does by splitting off a factor `T * T` once `2 ≤ k` is known.

Lean 4 with Mathlib refuses this proof:

```lean
import Mathlib

open Matrix
open NormedSpace (exp)
open scoped Matrix.Norms.Operator

namespace ExpOfSqZero

noncomputable section

variable {n : Type*} [Fintype n] [DecidableEq n]

/-- For a square matrix `T` with `T² = 0`, the exponential is `1 + T`. -/
theorem exp_of_sq_zero {T : Matrix n n ℂ} (hT : T * T = 0) : exp T = 1 + T := by
  have h := congrFun (NormedSpace.exp_eq_tsum ℂ (𝔸 := Matrix n n ℂ)) T
  rw [h, tsum_eq_sum (s := Finset.range 2)]
  · simp [Finset.sum_range_succ]
  · intro k hk
    have h2 : 2 ≤ k := by simpa using hk
    obtain ⟨j, rfl⟩ := Nat.exists_eq_add_of_le h2
    rw [pow_add, pow_two, hT, zero_mul, smul_zero]

end

end ExpOfSqZero
```

The error:

```
Main.lean:19:26: error: Type mismatch: After simplification, term
  hk
 has type
  1 < k
but is expected to have type
  2 ≤ k
```

What went wrong. The one error is in the proof of `h2 : 2 ≤ k`. The hypothesis `hk` says that `k` is not in `Finset.range 2`, and `simpa using hk` was to turn this into `2 ≤ k`. The message shows that `simp` brought `hk` to the form `1 < k`, while the goal was still `2 ≤ k`. For natural numbers the two say the same thing, but they are written differently, and the final match in `simpa` did not accept one for the other. The mathematics was right; only the form of the inequality did not fit.

The repair no longer depends on the form `simp` chooses. The new line `h1` proves `¬ k < 2` directly: if `k < 2` held, `Finset.mem_range.mpr` would put `k` in the range, against `hk`. Then `omega`, which decides linear arithmetic over the natural numbers, derives `2 ≤ k` from `h1`. The rest of the proof is unchanged.

After these edits no error is left:

```diff
@@ -17,5 +17,6 @@
   · simp [Finset.sum_range_succ]
   · intro k hk
-    have h2 : 2 ≤ k := by simpa using hk
+    have h1 : ¬ k < 2 := fun h => hk (Finset.mem_range.mpr h)
+    have h2 : 2 ≤ k := by omega
     obtain ⟨j, rfl⟩ := Nat.exists_eq_add_of_le h2
     rw [pow_add, pow_two, hT, zero_mul, smul_zero]
```
